# Eliminating a Steady Intermediate from a Detailed-Balance Master Equation Leaves a Rate Matrix in Detailed Balance

A molecule isomerises through a row of potential wells, 0 ⇌ 1 ⇌ 2. The middle well is shallow, so a molecule that enters it soon leaves on one side or the other. A kinetic model that keeps only wells 0 and 2 then needs a rate for 0 → 2, although no elementary step joins them. Do the rates obtained by removing the middle well still form a proper master equation, with no negative rates, no lost population and the correct equilibrium?

For one state removed from a finite, linear master equation by the steady-state condition, the answer is yes, provided that molecules can leave that state.

## The claim and its derivation

Let $p_i$ be the population of state $i$, and let the populations obey $dp/dt = Kp$. For $i \neq j$ the entry $K_{ij}$ is the rate constant from $j$ to $i$, so $K_{ij} \ge 0$. Each column of $K$ sums to zero, because what leaves one state arrives in another. Detailed balance with weights $\pi$ means $K_{ij}\pi_j = K_{ji}\pi_i$ for all $i, j$: at equilibrium each step and its reverse carry equal flux.

Let $b$ be the state to be removed. Its column sum gives
$$-K_{bb} = \sum_{i \ne b} K_{ib},$$
the total escape rate from $b$. This is never negative, and the assumption $K_{bb} < 0$ says that $b$ has at least one exit. The claim is that

$$R_{ij} = K_{ij} - \frac{K_{ib}K_{bj}}{K_{bb}}, \qquad i, j \ne b,$$

is again a rate matrix, in detailed balance with the same weights on the retained states, and that for $i \ne j$ the rate $R_{ij}$ is positive exactly when $K_{ij} > 0$ or $K_{ib}K_{bj} > 0$.

**Origin of $R$.** Write $q_j$ for the populations of the retained states. A zero net rate at $b$ means

$$0 = K_{bb}\,p_b + \sum_{j\ne b} K_{bj} q_j, \qquad\text{so}\qquad p_b = -\frac{1}{K_{bb}}\sum_{j \ne b} K_{bj} q_j .$$

Insert this into the rate of change of a retained state $i$:

$$(Kp)_i = K_{ib}\,p_b + \sum_{j\ne b} K_{ij}q_j = \sum_{j \ne b}\Big(K_{ij} - \frac{K_{ib}K_{bj}}{K_{bb}}\Big) q_j = (Rq)_i .$$

The added term is the rate $K_{bj}$ of entering $b$ from $j$, times the fraction $K_{ib}/(-K_{bb})$ of exits from $b$ that lead to $i$.

**Conservation.** Columns $j$ and $b$ of $K$ sum to zero, hence

$$\sum_{i\ne b} R_{ij} = \sum_{i \ne b}K_{ij} - \frac{K_{bj}}{K_{bb}}\sum_{i\ne b}K_{ib} = -K_{bj} - \frac{K_{bj}}{K_{bb}}(-K_{bb}) = 0 .$$

**Signs.** For $i \neq j$, both $K_{ij}$ and $K_{ib}K_{bj}/(-K_{bb})$ are nonnegative. Their sum $R_{ij}$ is therefore nonnegative, and it is positive exactly when one of them is. The restriction to $i \ne j$ matters: on the diagonal, $K_{jb}K_{bj}$ can be positive, while $R_{jj} \le 0$ as in any rate matrix.

**Detailed balance.** Apply the balance relation first to the pair $(b,j)$ and then to $(i,b)$:

$$K_{ib}K_{bj}\pi_j = K_{ib}K_{jb}\pi_b = K_{jb}K_{bi}\pi_i .$$

Divide by $K_{bb}$ and subtract the result from $K_{ij}\pi_j = K_{ji}\pi_i$. This gives $R_{ij}\pi_j = R_{ji}\pi_i$. Nothing was divided by a weight, so the $\pi_i$ need not be positive, although equilibrium populations are.

## Rate matrices, detailed balance and the reduced matrix in Lean

The states form an arbitrary finite type `n`.

```lean
import Mathlib

open Matrix

namespace MasterEquationReduction

noncomputable section

variable {n : Type*} [Fintype n] [DecidableEq n]
```

The first definition collects the two properties of a rate matrix. The order of the indices fixes the convention: `K i j` is the rate from `j` to `i`, and populations are column vectors. Zero column sums make the system closed, so a loss to products fits only if the products are included as a state.

```lean
/-- A rate matrix of a master equation `dp/dt = K p`: the rate `K i j` from state `j` to another
state `i` is nonnegative, and every column sums to zero. -/
structure IsRateMatrix {m : Type*} [Fintype m] (K : Matrix m m ℝ) : Prop where
  nonneg : ∀ i j, i ≠ j → 0 ≤ K i j
  sum_col : ∀ j, ∑ i, K i j = 0
```

Detailed balance is stated for any real weights `π`, without positivity or normalisation. In the physical case they are the equilibrium populations at the temperature of the bath.

```lean
/-- Detailed balance: with populations `π` the flux from `j` to `i` equals the flux from `i`
to `j`. -/
def DetailedBalance {m : Type*} (K : Matrix m m ℝ) (π : m → ℝ) : Prop :=
  ∀ i j, K i j * π j = K j i * π i
```

The reduced matrix lives on the subtype `{i // i ≠ b}`, whose elements are the states other than `b`. It thus has one row and one column fewer than `K`.

```lean
/-- The reduced matrix `K i j - K i b * K b j / K b b` on the states other than `b`, for
`K b b ≠ 0`. -/
def eliminate {m : Type*} (K : Matrix m m ℝ) (b : m) :
    Matrix {i // i ≠ b} {i // i ≠ b} ℝ :=
  Matrix.of fun i j => K i j - K i b * K b j / K b b
```

## The steady-state condition produces the reduced matrix

Every sum in the derivation was split into the term of $b$ and the rest. The following lemma does this for any function on the states.

```lean
/-- A sum over all states is the term of `b` plus the sum over the other states. -/
theorem sum_split (b : n) (f : n → ℝ) :
    ∑ i, f i = f b + ∑ i : {i // i ≠ b}, f i := by
  rw [← Finset.add_sum_erase Finset.univ f (Finset.mem_univ b)]
  congr 1
  exact Finset.sum_subtype _ (by simp) f
```

The next theorem is the substitution step. `K *ᵥ p` is the matrix–vector product $Kp$, so the hypothesis `hp` says that the net rate at `b` is zero.

```lean
/-- If `K b b ≠ 0` and the population of `b` is steady, the populations of the other states
change at the rates given by the reduced matrix. -/
theorem steady_state_reduction (K : Matrix n n ℝ) (b : n) (p : n → ℝ) (hb : K b b ≠ 0)
    (hp : (K *ᵥ p) b = 0) (i : {i // i ≠ b}) :
    (K *ᵥ p) i = (eliminate K b *ᵥ fun j => p j) i := by
  have h1 : (K *ᵥ p) b = K b b * p b + ∑ j : {j // j ≠ b}, K b j * p j :=
    sum_split b (fun j => K b j * p j)
  have h2 : (K *ᵥ p) i = K i b * p b + ∑ j : {j // j ≠ b}, K i j * p j :=
    sum_split b (fun j => K i j * p j)
  have hR : (eliminate K b *ᵥ fun j => p j) i = ∑ j : {j // j ≠ b}, K i j * p j
      - K i b / K b b * ∑ j : {j // j ≠ b}, K b j * p j := by
    simp only [Matrix.mulVec, dotProduct, eliminate, Matrix.of_apply]
    rw [Finset.mul_sum, ← Finset.sum_sub_distrib]
    exact Finset.sum_congr rfl fun j _ => by ring
  -- the steady state fixes the total inflow into `b`
  have hS : ∑ j : {j // j ≠ b}, K b j * p j = -(K b b * p b) := by linarith
  have hc : K i b / K b b * K b b = K i b := div_mul_cancel₀ _ hb
  rw [h2, hR, hS]
  linear_combination (-(p b)) * hc
```

Here `h1` and `h2` split the rows $b$ and $i$ of $Kp$, and `hR` splits $Rq$ into its two sums. The steady-state condition enters through `hS`, which expresses the inflow into $b$ as $-K_{bb}p_b$. After these replacements only the cancellation `hc`, $(K_{ib}/K_{bb})K_{bb} = K_{ib}$, is needed, and it requires $K_{bb} \neq 0$. No sign condition on $K$ is used.

The statement concerns the rates for one given population vector. Along a real trajectory the population of $b$ is only approximately steady. The reduced equation is a good approximation when $b$ starts almost empty and its total escape rate is much larger than that of every retained state, so that $b$ never holds much population.

## Nonnegative rates and conserved population

```lean
/-- Eliminating a state `b` with `K b b < 0` from a rate matrix leaves a rate matrix. -/
theorem eliminate_isRateMatrix {K : Matrix n n ℝ} {b : n} (hK : IsRateMatrix K)
    (hb : K b b < 0) : IsRateMatrix (eliminate K b) := by
  constructor
  · intro i j hij
    have h1 : 0 ≤ K i j := hK.nonneg _ _ fun h => hij (Subtype.ext h)
    have h2 : 0 ≤ K i b * K b j :=
      mul_nonneg (hK.nonneg _ _ i.2) (hK.nonneg _ _ j.2.symm)
    have h3 : K i b * K b j / K b b ≤ 0 := div_nonpos_of_nonneg_of_nonpos h2 hb.le
    change 0 ≤ K i j - K i b * K b j / K b b
    linarith
  · intro j
    have hj := hK.sum_col j
    have hbcol := hK.sum_col b
    rw [sum_split b] at hj hbcol
    have hR : ∑ i, eliminate K b i j = ∑ i : {i // i ≠ b}, K i j
        - (∑ i : {i // i ≠ b}, K i b) * (K b j / K b b) := by
      rw [Finset.sum_mul, ← Finset.sum_sub_distrib]
      refine Finset.sum_congr rfl fun i _ => ?_
      simp only [eliminate, Matrix.of_apply]
      ring
    have hc : K b j / K b b * K b b = K b j := div_mul_cancel₀ _ hb.ne
    rw [hR]
    linear_combination hj - (K b j / K b b) * hbcol + hc
```

The first half of the proof is the sign argument: `h1` is $K_{ij}\ge 0$, `h2` is $K_{ib}K_{bj}\ge 0$, and dividing by the negative number $K_{bb}$ gives `h3`. The second half is the column sum. The hypotheses `hj` and `hbcol` are the zero sums of columns $j$ and $b$, each split at $b$, and `linear_combination` adds them with the factors of the derivation: one for column $j$ and $-K_{bj}/K_{bb}$ for column $b$.

The smallest possible case has two states, since a single state with zero column sum has $K_{bb}=0$. Removing one of two states leaves the $1\times 1$ matrix with entry zero.

## When a reduced rate is positive

```lean
omit [DecidableEq n] in
/-- Elimination of a state `b` with `K b b < 0` from a rate matrix creates or keeps a positive rate
from `j` to `i ≠ j` exactly when there was a direct step or a two-step path through `b`. -/
theorem eliminate_pos_iff {K : Matrix n n ℝ} {b : n} (hK : IsRateMatrix K) (hb : K b b < 0)
    (i j : {i // i ≠ b}) (hij : i ≠ j) :
    0 < eliminate K b i j ↔ 0 < K i j ∨ 0 < K i b * K b j := by
  have h1 : 0 ≤ K i j := hK.nonneg _ _ fun h => hij (Subtype.ext h)
  have h2 : 0 ≤ K i b * K b j :=
    mul_nonneg (hK.nonneg _ _ i.2) (hK.nonneg _ _ j.2.symm)
  change 0 < K i j - K i b * K b j / K b b ↔ _
  constructor
  · intro h
    by_contra hn
    rw [not_or, not_lt, not_lt] at hn
    rw [le_antisymm hn.1 h1, le_antisymm hn.2 h2] at h
    simp at h
  · rintro (h | h)
    · have := div_nonpos_of_nonneg_of_nonpos h2 hb.le
      linarith
    · have := div_neg_of_pos_of_neg h hb
      linarith
```

From left to right the proof argues by contradiction: if neither $K_{ij}$ nor $K_{ib}K_{bj}$ is positive, both are zero, and then so is $R_{ij}$. From right to left there is one case for the direct step and one for the path through $b$. Since both factors of $K_{ib}K_{bj}$ are nonnegative, a positive product means that both steps, $j \to b$ and $b \to i$, are open.

## The reduced master equation

The main theorem assumes a rate matrix `K`, detailed balance with `π`, and `K b b < 0`. Its conclusion has four parts:

1. The reduced matrix is a rate matrix.
2. It is in detailed balance with `π` restricted to the retained states. If $\pi$ is positive and sums to one, the normalised weights are $\pi_i/(1-\pi_b)$.
3. Between distinct retained states a rate is positive exactly when there was a direct step or a path through `b`.
4. For any populations `q` of the retained states there is exactly one `p` that agrees with `q` on them, has zero net rate at `b`, and gives the retained states the rates $Rq$.

The last part ties the formula for $R$ to the steady-state condition. If $K_{bb}$ were zero, all exits from $b$ would be closed and the net rate at $b$ would not depend on $p_b$. The extension could then never be unique.

```lean
/-- Eliminating a state `b` with `K b b < 0` from a rate matrix in detailed balance with `π` gives a
rate matrix in detailed balance with `π` on the retained states. Its rate from one state to another
is positive exactly when there was a direct step or a two-step path through `b` in that direction.
Any populations `q` of the retained states extend uniquely to populations with zero net rate at `b`
for which the retained states change at the rates given by the reduced matrix. -/
theorem reduced_master_equation {K : Matrix n n ℝ} {π : n → ℝ} {b : n}
    (hK : IsRateMatrix K) (hπ : DetailedBalance K π) (hb : K b b < 0) :
    IsRateMatrix (eliminate K b) ∧
    DetailedBalance (eliminate K b) (fun i => π i) ∧
    (∀ i j, i ≠ j → (0 < eliminate K b i j ↔ 0 < K i j ∨ 0 < K i b * K b j)) ∧
    ∀ q : {i // i ≠ b} → ℝ, ∃! p : n → ℝ, (∀ i : {i // i ≠ b}, p i = q i) ∧
      (K *ᵥ p) b = 0 ∧ ∀ i : {i // i ≠ b}, (K *ᵥ p) i = (eliminate K b *ᵥ q) i := by
  refine ⟨eliminate_isRateMatrix hK hb, ?_, eliminate_pos_iff hK hb, ?_⟩
  · intro i j
    simp only [eliminate, Matrix.of_apply]
    -- balance of the direct step and of both steps through `b`
    linear_combination hπ i j - K i b / K b b * hπ b j - K j b / K b b * hπ i b
  · intro q
    have key : ∀ p : n → ℝ, (∀ i : {i // i ≠ b}, p i = q i) →
        (K *ᵥ p) b = K b b * p b + ∑ j : {j // j ≠ b}, K b j * q j := by
      intro p hp
      have h : (K *ᵥ p) b = K b b * p b + ∑ j : {j // j ≠ b}, K b j * p j :=
        sum_split b (fun j => K b j * p j)
      simpa only [hp] using h
    -- the steady population of `b`
    obtain ⟨p, hpb, hpq⟩ : ∃ p : n → ℝ,
        p b = -(∑ j : {j // j ≠ b}, K b j * q j) / K b b ∧
        ∀ i : {i // i ≠ b}, p i = q i :=
      ⟨fun i => if h : i = b then -(∑ j : {j // j ≠ b}, K b j * q j) / K b b else q ⟨i, h⟩,
        dif_pos rfl, fun i => dif_neg i.2⟩
    have hs : (K *ᵥ p) b = 0 := by
      rw [key p hpq, hpb, mul_div_cancel₀ _ hb.ne]
      ring
    refine ⟨p, ⟨hpq, hs, fun i => ?_⟩, ?_⟩
    · rw [steady_state_reduction K b p hb.ne hs i, funext hpq]
    · rintro r ⟨hrq, hrs, -⟩
      funext i
      by_cases hi : i = b
      · rw [hi]
        apply mul_left_cancel₀ hb.ne
        linarith [key p hpq, key r hrq]
      · exact (hrq ⟨i, hi⟩).trans (hpq ⟨i, hi⟩).symm
```

The first and third parts are the theorems above. For detailed balance, `linear_combination` uses the balance relations of the pairs $(i,j)$, $(b,j)$ and $(i,b)$, as in the derivation.

For the fourth part, `key` writes the net rate at $b$ in terms of $p_b$ and $q$. The proof then builds $p$ by giving $b$ the population $-\sum_{j} K_{bj}q_j/K_{bb}$ and every other state its value from $q$. The condition at $b$ follows by cancelling $K_{bb}$, and the rates of the other states follow from `steady_state_reduction`. For uniqueness, a second candidate `r` agrees with `p` on the retained states by assumption, and at $b$ because $K_{bb}r_b = K_{bb}p_b$ with $K_{bb}\neq 0$. This argument uses only the first two conditions on `r`, so the retained populations and the steady state at $b$ already determine $p$.

For simulation practice this means that removing one such intermediate from a finite, closed, linear master equation with detailed balance introduces neither negative rates nor a false equilibrium. The reduced matrix satisfies the same structural hypotheses, so a further state can be removed in the same way if its diagonal entry in the reduced matrix is negative.

## Three wells in a row

The opening example has rates $a$ for 0 → 1, $c$ for 1 → 0, $d$ for 1 → 2 and $e$ for 2 → 1.

```lean
/-- Three wells in a row, with rates `a` for 0 → 1, `c` for 1 → 0, `d` for 1 → 2 and `e` for
2 → 1. -/
def chain (a c d e : ℝ) : Matrix (Fin 3) (Fin 3) ℝ :=
  !![-a, c, 0; a, -(c + d), e; 0, d, -e]
```

The upper right and lower left entries are zero, because wells 0 and 2 are not directly connected. Balance of the two steps requires $a\pi_0 = c\pi_1$ and $d\pi_1 = e\pi_2$. Both hold for the weights $(ce, ae, ad)$, whose normalised form is $(ce, ae, ad)/(ce+ae+ad)$. Removing well 1, with $K_{11} = -(c+d)$, gives

$$R_{20} = 0 - \frac{d\,a}{-(c+d)} = \frac{ad}{c+d}.$$

This is the rate $a$ of entering the middle well from well 0, times the fraction $d/(c+d)$ of molecules that leave it towards well 2.

```lean
/-- For positive rates the chain of three wells is a rate matrix in detailed balance with the
positive weights `(c e, a e, a d)`. It has no direct step 0 → 2, but eliminating the middle well
gives this step the positive rate `a d / (c + d)`. -/
theorem chain_witness {a c d e : ℝ} (ha : 0 < a) (hc : 0 < c) (hd : 0 < d) (he : 0 < e) :
    IsRateMatrix (chain a c d e) ∧
    DetailedBalance (chain a c d e) ![c * e, a * e, a * d] ∧
    (∀ i, 0 < ![c * e, a * e, a * d] i) ∧
    chain a c d e 1 1 < 0 ∧ chain a c d e 2 0 = 0 ∧
    eliminate (chain a c d e) 1 ⟨2, by decide⟩ ⟨0, by decide⟩ = a * d / (c + d) ∧
    0 < a * d / (c + d) := by
  refine ⟨⟨?_, ?_⟩, ?_, ?_, ?_, rfl, ?_, by positivity⟩
  · intro i j
    fin_cases i <;> fin_cases j <;> simp [chain, ha.le, hc.le, hd.le, he.le]
  · intro j
    rw [Fin.sum_univ_three]
    fin_cases j <;> simp [chain]
  · intro i j
    fin_cases i <;> fin_cases j <;> simp [chain] <;> ring
  · intro i
    fin_cases i <;> simp <;> positivity
  · change -(c + d) < 0
    linarith
  · change (0 : ℝ) - d * a / (-(c + d)) = a * d / (c + d)
    rw [div_neg]
    ring

end

end MasterEquationReduction
```

The theorem holds for all positive values of the four rates. It confirms that the chain satisfies the hypotheses of the main theorem with positive weights, that the direct rate 0 → 2 is zero, and that the reduced rate is $ad/(c+d) > 0$. The proof checks the matrix conditions entry by entry with `fin_cases` and evaluates the reduced entry from its definition.

```lean
#print axioms MasterEquationReduction.eliminate_isRateMatrix
#print axioms MasterEquationReduction.reduced_master_equation
```

```
'MasterEquationReduction.eliminate_isRateMatrix' depends on axioms: [propext, Classical.choice, Quot.sound]
'MasterEquationReduction.reduced_master_equation' depends on axioms: [propext, Classical.choice, Quot.sound]
```
